# Parity effect in the ground-state energy of free spinless fermions on an Aharonov–Bohm ring

An occupation state of \(N\) fermions is represented here by a finite set of \(N\) integers, the angular momenta (in units of \(\hbar\)) that are occupied. Because a set has no repeated elements, the Pauli principle is built into the representation. The particles are spinless and non-interacting, and the ring is one-dimensional, clean and at zero temperature. For such a system these occupation states form an eigenbasis of the many-body Hamiltonian, so the lowest configuration energy is the ground-state energy; this identification is physical input to the definitions below.

For particles of mass \(M\) and charge \(q\) on a ring of radius \(R\), threaded by magnetic flux \(\Phi\), the levels are \(\hbar^2(n-\varphi)^2/(2MR^2)\). Here \(n\) is an integer, because the wave function is periodic around the ring, and \(\varphi=\Phi/\Phi_0\) is the flux in units of \(\Phi_0=h/q\). With energies measured in \(\hbar^2/(MR^2)\), a configuration \(S\) costs

\[
E(\varphi,S)=\sum_{n\in S}\frac{(n-\varphi)^2}{2}.
\]

In Lean, \(S\) has type `Finset ℤ`, the flux is a real number, and this sum is `energy φ S`.

```lean
import Mathlib

namespace AharonovBohmRing

noncomputable section

/-- Total energy of spinless fermions occupying the set `S` of angular momenta on a ring
threaded by `φ` flux quanta, each level `n` costing `(n - φ)² / 2`. -/
def energy (φ : ℝ) (S : Finset ℤ) : ℝ := ∑ n ∈ S, ((n : ℝ) - φ) ^ 2 / 2
```

The set `energies N φ` collects the energies of all configurations with `S.card = N`. There is no cutoff on the angular momentum, so infinitely many configurations compete as soon as \(N\ge 1\).

```lean
/-- The energies of all `N`-fermion configurations at flux `φ`: by the Pauli principle
the `N` occupied angular momenta are distinct. -/
def energies (N : ℕ) (φ : ℝ) : Set ℝ :=
  {E | ∃ S : Finset ℤ, S.card = N ∧ energy φ S = E}
```

The ground-state energy \(E_0(N,\varphi)\) is defined as the infimum of that set. Part (c) shows that the infimum is attained when the flux is close enough to the centre of a block, and part (f) that every flux is close enough to one.

```lean
/-- The ground-state energy of `N` fermions at flux `φ`, the infimum of the
configuration energies. -/
def groundEnergy (N : ℕ) (φ : ℝ) : ℝ := sInf (energies N φ)
```

The candidates for the ground state are blocks of consecutive levels, \(W=\{a,a+1,\dots,a+N-1\}\) with \(a\) an integer. Lean writes a block as a half-open interval, which is empty for \(N=0\).

```lean
/-- The block of `N` consecutive angular momenta `a, a + 1, …, a + N - 1`. -/
def fermiSea (a : ℤ) (N : ℕ) : Finset ℤ := Finset.Ico a (a + N)
```

Throughout, \(c=a+(N-1)/2\). For \(N\ge1\) this is the mean angular momentum of the block. In the formulas `N` is converted to a real number before anything is subtracted, so \(c=a-1/2\) when \(N=0\).

## (a) The energy of a block of consecutive levels

Show that, at every flux,

\[
E(\varphi,W)=\frac{N(N^2-1)}{24}+\frac{N(\varphi-c)^2}{2}.
\]

**Solution.** Use induction on \(N\). For \(N=0\) both sides vanish. For the step, put \(d=\varphi-c\). The next level is \(a+N\), and \(a+N-\varphi=(N+1)/2-d\). The new centre is \(c+1/2\), so we need

\[
\frac{N(N^2-1)}{24}+\frac{Nd^2}{2}+\frac12\Big(\frac{N+1}{2}-d\Big)^2
=\frac{(N+1)\big((N+1)^2-1\big)}{24}+\frac{(N+1)(d-\frac12)^2}{2}.
\]

On both sides the coefficient of \(d^2\) is \((N+1)/2\), the coefficient of \(d\) is \(-(N+1)/2\), and the constant is \((N+1)(N^2+2N+3)/24\).

In the Lean proof, `hs` says that the larger block is the smaller one with `a + N` inserted, and `hn` that this level was empty before. The final `ring` compares the coefficients.

```lean
/-- The energy of a block of `N` consecutive levels is a parabola in the flux, centred at
the mean angular momentum `a + (N - 1) / 2` of the block. -/
theorem energy_fermiSea (a : ℤ) (N : ℕ) (φ : ℝ) :
    energy φ (fermiSea a N) =
      N * ((N : ℝ) ^ 2 - 1) / 24 + N * (φ - (a + ((N : ℝ) - 1) / 2)) ^ 2 / 2 := by
  induction N with
  | zero => simp [energy, fermiSea]
  | succ N ih =>
    -- adding a particle fills the next level `a + N`
    have hs : fermiSea a (N + 1) = insert (a + (N : ℤ)) (fermiSea a N) := by
      ext n
      simp only [fermiSea, Finset.mem_insert, Finset.mem_Ico]
      push_cast
      omega
    have hn : a + (N : ℤ) ∉ fermiSea a N := by simp [fermiSea]
    unfold energy at ih ⊢
    rw [hs, Finset.sum_insert hn, ih]
    push_cast
    ring
```

## (b) No other configuration lies below the block

Suppose \(|\varphi-c|\le 1/2\). Show that every set \(S\) of \(N\) integers satisfies

\[
E(\varphi,W)\le E(\varphi,S).
\]

**Solution.** A level in the block has \(|n-c|\le (N-1)/2\), hence \(|n-\varphi|\le N/2\). A level outside it has \(|n-c|\ge (N+1)/2\), hence \(|n-\varphi|\ge N/2\). With \(\varepsilon_n=(n-\varphi)^2/2\) and \(\mu=N^2/8\), this means \(\varepsilon_n\le\mu\) inside the block and \(\varepsilon_n\ge\mu\) outside. The number \(\mu\) plays the role of a chemical potential.

Since \(S\) and \(W\) have equally many elements, subtracting \(\mu\) from every level leaves the energy difference unchanged, and the common levels cancel:

\[
E(\varphi,S)-E(\varphi,W)=\sum_{n\in S\setminus W}(\varepsilon_n-\mu)-\sum_{n\in W\setminus S}(\varepsilon_n-\mu)\ge 0.
\]

The two level bounds are `hin` and `hout`; each comes from a product of two non-negative factors, \(N/2\mp(n-\varphi)\) for a filled level. The statement `hshift` records the effect of subtracting \(\mu\). Lean obtains the two differences by comparing \(S\) and \(W\) with their union, since \((S\cup W)\setminus W=S\setminus W\), and `linarith` combines the inequalities.

```lean
/-- If the flux is within half a quantum of the mean angular momentum of a block of `N`
consecutive levels, no other choice of `N` levels has lower energy than the block. -/
theorem fermiSea_le {a : ℤ} {N : ℕ} {φ : ℝ}
    (h : |φ - (a + ((N : ℝ) - 1) / 2)| ≤ 1 / 2) (S : Finset ℤ) (hS : S.card = N) :
    energy φ (fermiSea a N) ≤ energy φ S := by
  obtain ⟨h1, h2⟩ := abs_le.1 h
  have hN : (0 : ℝ) ≤ N := Nat.cast_nonneg N
  have hW : (fermiSea a N).card = N := by simp [fermiSea]
  -- the value `N² / 8` separates filled from empty levels
  have hin : ∀ n ∈ fermiSea a N, ((n : ℝ) - φ) ^ 2 / 2 - (N : ℝ) ^ 2 / 8 ≤ 0 := by
    intro n hn
    obtain ⟨ha, hb⟩ := Finset.mem_Ico.1 hn
    have ha' : (a : ℝ) ≤ n := by exact_mod_cast ha
    have hb' : (n : ℝ) + 1 ≤ a + N := by exact_mod_cast hb
    have p : 0 ≤ (N : ℝ) / 2 - (n - φ) := by linarith
    have q : 0 ≤ (N : ℝ) / 2 + (n - φ) := by linarith
    nlinarith [mul_nonneg p q]
  have hout : ∀ n ∉ fermiSea a N, 0 ≤ ((n : ℝ) - φ) ^ 2 / 2 - (N : ℝ) ^ 2 / 8 := by
    intro n hn
    have hc : n + 1 ≤ a ∨ a + (N : ℤ) ≤ n := by
      simp only [fermiSea, Finset.mem_Ico] at hn
      omega
    rcases hc with hc | hc
    · have hc' : (n : ℝ) + 1 ≤ a := by exact_mod_cast hc
      have p : 0 ≤ (φ - n) - (N : ℝ) / 2 := by linarith
      have q : 0 ≤ (φ - n) + (N : ℝ) / 2 := by linarith
      nlinarith [mul_nonneg p q]
    · have hc' : (a : ℝ) + N ≤ n := by exact_mod_cast hc
      have p : 0 ≤ (n - φ) - (N : ℝ) / 2 := by linarith
      have q : 0 ≤ (n - φ) + (N : ℝ) / 2 := by linarith
      nlinarith [mul_nonneg p q]
  -- compare both configurations with their union
  have hshift : ∀ T : Finset ℤ, ∑ n ∈ T, (((n : ℝ) - φ) ^ 2 / 2 - (N : ℝ) ^ 2 / 8) =
      energy φ T - T.card * ((N : ℝ) ^ 2 / 8) := by
    intro T
    rw [Finset.sum_sub_distrib, Finset.sum_const, nsmul_eq_mul, energy]
  have e1 := Finset.sum_sdiff (f := fun n : ℤ => ((n : ℝ) - φ) ^ 2 / 2 - (N : ℝ) ^ 2 / 8)
    (Finset.subset_union_right (s₁ := S) (s₂ := fermiSea a N))
  have e2 := Finset.sum_sdiff (f := fun n : ℤ => ((n : ℝ) - φ) ^ 2 / 2 - (N : ℝ) ^ 2 / 8)
    (Finset.subset_union_left (s₁ := S) (s₂ := fermiSea a N))
  have g1 := Finset.sum_nonneg (s := (S ∪ fermiSea a N) \ fermiSea a N)
    (fun n hn => hout n (Finset.mem_sdiff.1 hn).2)
  have g2 := Finset.sum_nonpos (s := (S ∪ fermiSea a N) \ S)
    (fun n hn => hin n ((Finset.mem_union.1 (Finset.mem_sdiff.1 hn).1).resolve_left
      (Finset.mem_sdiff.1 hn).2))
  have s1 := hshift (fermiSea a N)
  have s2 := hshift S
  rw [hW] at s1
  rw [hS] at s2
  linarith
```

## (c) The minimum near the centre of a block

For \(|\varphi-c|\le1/2\), show that the minimum over all configurations is attained and equals

\[
\min_{|S|=N}E(\varphi,S)=\frac{N(N^2-1)}{24}+\frac{N(\varphi-c)^2}{2}.
\]

**Solution.** By (a) the block has this energy, and by (b) no configuration has less.

`IsLeast` expresses these two facts: the value belongs to `energies N φ`, and it is a lower bound of that set. The proof supplies them in this order. The centre enters as a separate variable `c` with the equation `hc`, so that a convenient value can be inserted later.

```lean
/-- Let `c` be the mean angular momentum of a block of `N` consecutive levels. For flux
within half a quantum of `c`, the minimum energy is `N(N² - 1)/24 + N(φ - c)²/2`. -/
theorem isLeast_energies {N : ℕ} {φ c : ℝ} (a : ℤ)
    (hc : (a : ℝ) + ((N : ℝ) - 1) / 2 = c) (h : |φ - c| ≤ 1 / 2) :
    IsLeast (energies N φ) (N * ((N : ℝ) ^ 2 - 1) / 24 + N * (φ - c) ^ 2 / 2) := by
  subst hc
  refine ⟨⟨fermiSea a N, by simp [fermiSea], energy_fermiSea a N φ⟩, ?_⟩
  rintro _ ⟨S, hS, rfl⟩
  rw [← energy_fermiSea]
  exact fermiSea_le h S hS
```

## (d) Odd particle number

Let \(N\) be odd and \(|\varphi|\le 1/2\). Show that

\[
\min_{|S|=N}E(\varphi,S)=\frac{N(N^2-1)}{24}+\frac{N\varphi^2}{2}.
\]

**Solution.** Write \(N=2m+1\) and take \(a=-m\). The block \(-m,\dots,m\) is symmetric about zero, so \(c=0\), and (c) applies.

For \(N=3\) and \(\varphi=0.2\), the levels \(-1,0,1\) cost \((1.44+0.04+0.64)/2=1.06\). The formula gives \(1+0.06\).

```lean
/-- For an odd number `N` of fermions and `|φ| ≤ 1/2`, the minimum energy is `N(N² - 1)/24 + Nφ²/2`.
-/
theorem isLeast_energies_odd {N : ℕ} (hN : Odd N) {φ : ℝ} (h : |φ| ≤ 1 / 2) :
    IsLeast (energies N φ) (N * ((N : ℝ) ^ 2 - 1) / 24 + N * φ ^ 2 / 2) := by
  obtain ⟨m, rfl⟩ := hN
  have key := isLeast_energies (N := 2 * m + 1) (φ := φ) (c := 0) (-(m : ℤ))
    (by push_cast; ring) (by rwa [sub_zero])
  rwa [sub_zero φ] at key
```

## (e) Even particle number

Let \(N\) be even and \(0\le\varphi\le1\). Show that

\[
\min_{|S|=N}E(\varphi,S)=\frac{N(N^2-1)}{24}+\frac{N(\varphi-\frac12)^2}{2}.
\]

**Solution.** Write \(N=2m\) and take \(a=1-m\). Then \(c=1-m+(2m-1)/2=1/2\), and \(|\varphi-1/2|\le1/2\) is the condition \(0\le\varphi\le1\). An even number of consecutive integers has a half-integer mean, which moves the parabola by half a flux quantum.

For \(N=4\) and \(\varphi=0.2\), the levels \(-1,0,1,2\) cost \((1.44+0.04+0.64+3.24)/2=2.68\), and the formula gives \(2.5+0.18\). The block \(-2,-1,0,1\) costs \(3.48\).

```lean
/-- For an even number `N` of fermions and `0 ≤ φ ≤ 1`, the minimum energy is
`N(N² - 1)/24 + N(φ - 1/2)²/2`. -/
theorem isLeast_energies_even {N : ℕ} (hN : Even N) {φ : ℝ} (h0 : 0 ≤ φ) (h1 : φ ≤ 1) :
    IsLeast (energies N φ) (N * ((N : ℝ) ^ 2 - 1) / 24 + N * (φ - 1 / 2) ^ 2 / 2) := by
  obtain ⟨m, rfl⟩ := hN
  exact isLeast_energies (1 - (m : ℤ)) (by push_cast; ring)
    (abs_le.2 ⟨by linarith, by linarith⟩)
```

## (f) Every real flux

Let \(x=\varphi-(N-1)/2\), and let \(\operatorname{round}(x)\) be an integer nearest to \(x\). Show that

\[
E_0(N,\varphi)=\frac{N(N^2-1)}{24}+\frac{N\,(x-\operatorname{round}(x))^2}{2}.
\]

**Solution.** Choose \(a=\operatorname{round}(x)\). Then \(\varphi-c=x-a\), which is at most \(1/2\) in absolute value, so (c) gives the minimum. A least element is also the infimum. If \(x\) lies halfway between two integers, both choices give the same square.

The distance bound is `abs_sub_round`, and `csInf_eq` passes from the minimum to the infimum.

In a flux scan of this non-interacting ring, the rounding decides which levels to fill: compute \(x\), round it to \(a\), and occupy \(a,\dots,a+N-1\). For \(N=4\) and \(\varphi=1.2\) one has \(x=-0.3\) and \(a=0\), so the levels \(0,1,2,3\) are filled at energy \(2.68\). Keeping the set \(-1,0,1,2\) that was right at \(\varphi=0.2\) would give \(3.48\), the energy of an excited state.

```lean
/-- The ground-state energy at every real flux: a chain of parabolas in the distance from
`φ - (N - 1)/2` to the nearest integer. -/
theorem groundEnergy_eq (N : ℕ) (φ : ℝ) :
    groundEnergy N φ = N * ((N : ℝ) ^ 2 - 1) / 24 +
      N * (φ - ((N : ℝ) - 1) / 2 - round (φ - ((N : ℝ) - 1) / 2)) ^ 2 / 2 := by
  have hr := abs_sub_round (φ - ((N : ℝ) - 1) / 2)
  generalize round (φ - ((N : ℝ) - 1) / 2) = a at hr ⊢
  have e : φ - ((N : ℝ) - 1) / 2 - a = φ - (a + ((N : ℝ) - 1) / 2) := by ring
  rw [e] at hr ⊢
  exact (isLeast_energies a rfl hr).csInf_eq
```

## (g) Zero flux for odd particle number

For odd \(N\) and every real \(\varphi\), show that

\[
E_0(N,0)\le E_0(N,\varphi).
\]

**Solution.** By (d), the left side is \(N(N^2-1)/24\). By (f), the right side is the same number plus a non-negative term, called `hp` in the proof.

```lean
/-- For an odd number of fermions, the ground-state energy is lowest at zero flux. -/
theorem groundEnergy_zero_le_of_odd {N : ℕ} (hN : Odd N) (φ : ℝ) :
    groundEnergy N 0 ≤ groundEnergy N φ := by
  have h0 : groundEnergy N 0 = N * ((N : ℝ) ^ 2 - 1) / 24 + N * (0 : ℝ) ^ 2 / 2 :=
    (isLeast_energies_odd hN (φ := 0) (by norm_num)).csInf_eq
  rw [h0, groundEnergy_eq N φ, zero_pow two_ne_zero, mul_zero, zero_div]
  have hp : 0 ≤ (N : ℝ) *
      (φ - ((N : ℝ) - 1) / 2 - round (φ - ((N : ℝ) - 1) / 2)) ^ 2 / 2 :=
    div_nonneg (mul_nonneg (Nat.cast_nonneg N) (sq_nonneg _)) zero_le_two
  linarith
```

## (h) Zero flux for even particle number

For even \(N\) and every real \(\varphi\), show that

\[
E_0(N,\varphi)\le E_0(N,0).
\]

**Solution.** By (e), the right side is \(N(N^2-1)/24+N/8\). In (f) the distance to the nearest integer is at most \(1/2\), so its square is at most \(1/4\) and the flux-dependent term is at most \(N/8\). The bound on the square is `hsq`.

For \(0<|\varphi|<1/2\), the distance to the nearest integer in (f) is \(|\varphi|\) when \(N\) is odd and \(1/2-|\varphi|\) when \(N\) is even. So for \(N\ge1\) in this ideal ring, a small non-zero flux raises the ground-state energy when \(N\) is odd and lowers it when \(N\) is even.

```lean
/-- For an even number of fermions, the ground-state energy is highest at zero flux. -/
theorem groundEnergy_le_zero_of_even {N : ℕ} (hN : Even N) (φ : ℝ) :
    groundEnergy N φ ≤ groundEnergy N 0 := by
  have h0 : groundEnergy N 0 = N * ((N : ℝ) ^ 2 - 1) / 24 + N * ((0 : ℝ) - 1 / 2) ^ 2 / 2 :=
    (isLeast_energies_even hN (φ := 0) le_rfl zero_le_one).csInf_eq
  rw [h0, groundEnergy_eq N φ]
  obtain ⟨h1, h2⟩ := abs_le.1 (abs_sub_round (φ - ((N : ℝ) - 1) / 2))
  have hsq : (φ - ((N : ℝ) - 1) / 2 - round (φ - ((N : ℝ) - 1) / 2)) ^ 2 ≤
      ((0 : ℝ) - 1 / 2) ^ 2 := by nlinarith
  have hm := mul_le_mul_of_nonneg_left hsq (Nat.cast_nonneg (α := ℝ) N)
  linarith
```

## (i) The slope of the energy and the persistent current

Let \(|\varphi-c|<1/2\). Show that

\[
\frac{\partial E_0}{\partial\varphi}(N,\varphi)=N(\varphi-c).
\]

**Solution.** The strict inequality still holds at all nearby fluxes, so by (c) the ground-state energy coincides with a single parabola in a neighbourhood of \(\varphi\). Differentiating that parabola gives the result.

In Lean, `hd` is the derivative of the parabola and `ho` says that the flux window is open. The step `congr_of_eventuallyEq` transfers the derivative to `groundEnergy N`, which agrees with the parabola near \(\varphi\).

The persistent current is \(I=-\partial E_0/\partial\Phi\), which in units of \(\hbar^2/(MR^2\Phi_0)\) equals \(-N(\varphi-c)\). At \(\varphi=0.2\) it is \(-0.6\) for three fermions and \(+1.2\) for four. At \(|\varphi-c|=1/2\) two parabolas meet, and for \(N\ge1\) the slope jumps between \(N/2\) and \(-N/2\), which is why the inequality is strict.

```lean
/-- Let `c` be the mean angular momentum of a block of `N` consecutive levels. For flux strictly
within half a quantum of `c`, the ground-state energy has flux derivative `N(φ - c)`. -/
theorem hasDerivAt_groundEnergy {N : ℕ} {φ c : ℝ} (a : ℤ)
    (hc : (a : ℝ) + ((N : ℝ) - 1) / 2 = c) (h : |φ - c| < 1 / 2) :
    HasDerivAt (groundEnergy N) (N * (φ - c)) φ := by
  have hl := (hasDerivAt_id' φ).sub_const c
  have hd : HasDerivAt
      (fun x : ℝ => N * ((N : ℝ) ^ 2 - 1) / 24 + N * ((x - c) * (x - c)) / 2)
      (N * (φ - c)) φ :=
    ((((hl.fun_mul hl).const_mul (N : ℝ)).div_const 2).const_add
      (N * ((N : ℝ) ^ 2 - 1) / 24)).congr_deriv (by ring)
  -- the same parabola describes the ground state at all nearby fluxes
  have ho : IsOpen {x : ℝ | |x - c| < 1 / 2} := isOpen_lt (by fun_prop) (by fun_prop)
  refine hd.congr_of_eventuallyEq ?_
  filter_upwards [ho.mem_nhds h] with x hx
  have hx' : |x - c| < 1 / 2 := hx
  have hg : groundEnergy N x = N * ((N : ℝ) ^ 2 - 1) / 24 + N * (x - c) ^ 2 / 2 :=
    (isLeast_energies a hc hx'.le).csInf_eq
  rw [hg]
  ring

end

end AharonovBohmRing
```

```lean
#print axioms AharonovBohmRing.groundEnergy_zero_le_of_odd
-- 'AharonovBohmRing.groundEnergy_zero_le_of_odd' depends on axioms: [propext, Classical.choice, Quot.sound]
#print axioms AharonovBohmRing.groundEnergy_le_zero_of_even
-- 'AharonovBohmRing.groundEnergy_le_zero_of_even' depends on axioms: [propext, Classical.choice, Quot.sound]
#print axioms AharonovBohmRing.hasDerivAt_groundEnergy
-- 'AharonovBohmRing.hasDerivAt_groundEnergy' depends on axioms: [propext, Classical.choice, Quot.sound]
```
